# Two unit states with overlap s, each filled once, give a largest occupation of 1 + |s|

Q: In a two-window LAPW calculation I solve for the semicore states with one set of energy parameters and for the valence states with another, then add the two densities. Each window's states are orthonormal and each is filled once. What can be wrong with the sum?

A: The states come from two separate diagonalisations, so a semicore state u and a valence state v of the same k-point and symmetry need not be orthogonal. For one such pair of one-particle states, any nonzero overlap means that the summed density operator puts more than one electron into some normalised spin-orbital, which the Pauli principle forbids.

Q: In what space do these states live?

A: In any complex inner-product space `E`, of finite or infinite dimension. The inner product is linear in its second slot. If you work with basis coefficients, remember that the two windows have different basis functions: ⟨u,v⟩ then needs the matrix of overlaps between the two basis sets, not the overlap matrix of either one.

```lean
import Mathlib

open scoped InnerProductSpace

namespace SemicoreOverlap

noncomputable section

variable {E : Type*} [NormedAddCommGroup E] [InnerProductSpace ℂ E]
```

Q: And the density operator?

A: It is the sum of the two single-state operators:

D x = ⟨u,x⟩ u + ⟨v,x⟩ v

`densityOp` is this map, together with the check that it is linear.

```lean
/-- The summed density operator of two states `u` and `v`, each filled once. -/
def densityOp (u v : E) : E →ₗ[ℂ] E where
  toFun x := ⟪u, x⟫_ℂ • u + ⟪v, x⟫_ℂ • v
  map_add' x y := by
    simp only [inner_add_right]
    module
  map_smul' c x := by
    simp only [inner_smul_right, RingHom.id_apply]
    module
```

Q: Occupation of what, exactly?

A: Of any normalised x you choose to test. The occupation is

n(x) = Re ⟨x, D x⟩

The expectation value is already real; taking the real part only makes it a real number in Lean's type system.

```lean
/-- The occupation of the state `x`: the expectation value of the summed density operator. -/
def occupation (u v x : E) : ℝ := (⟪x, densityOp u v x⟫_ℂ).re
```

The next two lemmas unfold D and turn ‖u‖ = 1 into ⟨u,u⟩ = 1.

```lean
private lemma densityOp_apply (u v x : E) :
    densityOp u v x = ⟪u, x⟫_ℂ • u + ⟪v, x⟫_ℂ • v := rfl

private lemma inner_self_one {u : E} (hu : ‖u‖ = 1) : ⟪u, u⟫_ℂ = 1 := by
  rw [inner_self_eq_norm_sq_to_K, hu]
  simp
```

Q: My overlap s = ⟨u,v⟩ is complex. How does |s| come in?

A: Through a phase. Take c = s*/|s|, or c = 1 if s = 0. Then |c| = 1 and

c s = |s|,  c |s| = s*

`exists_phase` makes the same case distinction.

```lean
/-- Every complex overlap can be made real and non-negative by a phase factor. -/
theorem exists_phase (s : ℂ) :
    ∃ c : ℂ, ‖c‖ = 1 ∧ c * s = (‖s‖ : ℂ) ∧ c * (‖s‖ : ℂ) = starRingEnd ℂ s := by
  by_cases h : s = 0
  · exact ⟨1, by simp, by simp [h], by simp [h]⟩
  · have hn : (‖s‖ : ℂ) ≠ 0 := by simpa using h
    refine ⟨starRingEnd ℂ s / (‖s‖ : ℂ), by simp [h], ?_, div_mul_cancel₀ _ hn⟩
    rw [div_mul_eq_mul_div, Complex.conj_mul', pow_two, mul_div_assoc, div_self hn, mul_one]
```

Now apply D to u + c v, using ⟨v,u⟩ = s*:

D(u + c v) = (1 + c s) u + (s* + c) v
= (1 + |s|) u + c (|s| + 1) v
= (1 + |s|)(u + c v)

Replacing c by −c gives the eigenvalue 1 − |s| for u − c v, provided that this vector is not zero. The lemma covers both signs by leaving r free: r = |s| goes with c, and r = −|s| with −c.

```lean
/-- For unit vectors `u` and `v`, if `c ⟨u,v⟩ = r` and `c r = ⟨v,u⟩`, then the summed density
operator multiplies `u + c v` by `1 + r`. -/
theorem densityOp_combination {u v : E} (hu : ‖u‖ = 1) (hv : ‖v‖ = 1) (c r : ℂ)
    (h1 : c * ⟪u, v⟫_ℂ = r) (h2 : c * r = ⟪v, u⟫_ℂ) :
    densityOp u v (u + c • v) = (1 + r) • (u + c • v) := by
  simp only [densityOp_apply, inner_add_right, inner_smul_right,
    inner_self_one hu, inner_self_one hv, h1, ← h2]
  module
```

Q: That gives two eigenvalues. Why no others? D surely vanishes on everything orthogonal to u and v.

A: It does, so 0 is also an eigenvalue whenever the space is larger than the span. `eigenvalue_iff` therefore asks for a nonzero eigenvector inside the span of u and v, and it assumes that they are linearly independent. Write x = a u + b v. Then D x = μ x reads

(a + b s) u + (a s* + b) v = μ a u + μ b v

Independence lets us compare coefficients:

(μ − 1) a = s b
(μ − 1) b = s* a

Multiply the first equation by μ − 1 and insert the second, then do the same with the roles exchanged:

(μ − 1)² a = |s|² a
(μ − 1)² b = |s|² b

Since x ≠ 0, a and b are not both zero, so (μ − 1)² = |s|² and μ = 1 ± |s|.

In the proof, `key` is the eigenvalue equation with everything on one side, `e1` and `e2` are the coefficient equations, and `ha` and `hb` are the last pair, each obtained by `linear_combination`. The reverse direction supplies u ± c v, which independence keeps from vanishing.

```lean
/-- On the span of two linearly independent unit vectors, the eigenvalues of the summed
density operator are exactly one plus and one minus the modulus of the overlap. -/
theorem eigenvalue_iff {u v : E} (hu : ‖u‖ = 1) (hv : ‖v‖ = 1)
    (hli : LinearIndependent ℂ ![u, v]) (μ : ℂ) :
    (∃ x ∈ Submodule.span ℂ ({u, v} : Set E), x ≠ 0 ∧ densityOp u v x = μ • x) ↔
      μ = 1 + (‖⟪u, v⟫_ℂ‖ : ℂ) ∨ μ = 1 - (‖⟪u, v⟫_ℂ‖ : ℂ) := by
  constructor
  · rintro ⟨x, hx, hx0, hD⟩
    obtain ⟨a, b, rfl⟩ := Submodule.mem_span_pair.1 hx
    -- compare the coefficients of u and v in the eigenvalue equation
    have key : (a + b * ⟪u, v⟫_ℂ - μ * a) • u + (a * ⟪v, u⟫_ℂ + b - μ * b) • v = 0 := by
      have h := sub_eq_zero.2 hD
      simp only [densityOp_apply, inner_add_right, inner_smul_right,
        inner_self_one hu, inner_self_one hv] at h
      refine Eq.trans ?_ h
      module
    obtain ⟨e1, e2⟩ := LinearIndependent.pair_iff.1 hli _ _ key
    have hs : ⟪u, v⟫_ℂ * ⟪v, u⟫_ℂ = (‖⟪u, v⟫_ℂ‖ : ℂ) ^ 2 := by
      rw [← inner_conj_symm v u, Complex.mul_conj']
    -- the secular equation
    have ha : a * ((μ - 1) ^ 2 - (‖⟪u, v⟫_ℂ‖ : ℂ) ^ 2) = 0 := by
      linear_combination (-(μ - 1)) * e1 - ⟪u, v⟫_ℂ * e2 + a * hs
    have hb : b * ((μ - 1) ^ 2 - (‖⟪u, v⟫_ℂ‖ : ℂ) ^ 2) = 0 := by
      linear_combination (-(μ - 1)) * e2 - ⟪v, u⟫_ℂ * e1 + b * hs
    have hP : (μ - 1) ^ 2 - (‖⟪u, v⟫_ℂ‖ : ℂ) ^ 2 = 0 := by
      by_contra h
      apply hx0
      rw [(mul_eq_zero.1 ha).resolve_right h, (mul_eq_zero.1 hb).resolve_right h]
      simp
    have hf : (μ - 1 - (‖⟪u, v⟫_ℂ‖ : ℂ)) * (μ - 1 + (‖⟪u, v⟫_ℂ‖ : ℂ)) = 0 := by
      linear_combination hP
    rcases mul_eq_zero.1 hf with h | h
    · left
      linear_combination h
    · right
      linear_combination h
  · obtain ⟨c, -, h1, h2⟩ := exists_phase ⟪u, v⟫_ℂ
    rw [inner_conj_symm] at h2
    have hne : ∀ d : ℂ, u + d • v ≠ 0 := fun d h =>
      one_ne_zero (LinearIndependent.pair_iff.1 hli 1 d (by simpa using h)).1
    have hmem : ∀ d : ℂ, u + d • v ∈ Submodule.span ℂ ({u, v} : Set E) := fun d =>
      Submodule.mem_span_pair.2 ⟨1, d, by simp⟩
    rintro (h | h)
    · refine ⟨u + c • v, hmem c, hne c, ?_⟩
      rw [h]
      exact densityOp_combination hu hv c _ h1 h2
    · refine ⟨u + (-c) • v, hmem (-c), hne (-c), ?_⟩
      rw [h, sub_eq_add_neg]
      exact densityOp_combination hu hv (-c) _
        (by linear_combination -h1) (by linear_combination h2)
```

Q: Occupations refer to normalised states, and u + c v is not normalised.

A: Its squared norm is 2 + 2|s|, so the state to use is

y = (u + c v) / √(2 + 2|s|)

The Lean proof divides by the norm without evaluating it. It only needs u + c v ≠ 0, which follows from ⟨u, u + c v⟩ = 1 + |s|. Independence is not needed here: if v equals u up to a phase, y is that same state and holds two electrons.

```lean
/-- Some normalised state is an eigenvector with eigenvalue one plus the modulus of the
overlap. -/
theorem exists_overfilled {u v : E} (hu : ‖u‖ = 1) (hv : ‖v‖ = 1) :
    ∃ y : E, ‖y‖ = 1 ∧ densityOp u v y = (1 + (‖⟪u, v⟫_ℂ‖ : ℂ)) • y := by
  obtain ⟨c, -, h1, h2⟩ := exists_phase ⟪u, v⟫_ℂ
  rw [inner_conj_symm] at h2
  have hy := densityOp_combination hu hv c _ h1 h2
  have hne : u + c • v ≠ 0 := by
    intro h
    have h3 : ⟪u, u + c • v⟫_ℂ = 1 + (‖⟪u, v⟫_ℂ‖ : ℂ) := by
      rw [inner_add_right, inner_smul_right, inner_self_one hu, h1]
    rw [h, inner_zero_right] at h3
    have h4 : (0 : ℝ) = 1 + ‖⟪u, v⟫_ℂ‖ := by exact_mod_cast h3
    linarith [norm_nonneg ⟪u, v⟫_ℂ]
  refine ⟨((‖u + c • v‖ : ℂ)⁻¹) • (u + c • v), norm_smul_inv_norm hne, ?_⟩
  rw [map_smul, hy, smul_comm]
```

Q: Could some other state, not an eigenvector, be filled even more?

A: No. First write the occupation as a sum of squared projections, with p = |⟨u,x⟩| and q = |⟨v,x⟩|:

n(x) = p² + q²

```lean
/-- The occupation of `x` is the sum of the squared moduli of its inner products with `u` and `v`.
-/
theorem occupation_eq (u v x : E) :
    occupation u v x = ‖⟪u, x⟫_ℂ‖ ^ 2 + ‖⟪v, x⟫_ℂ‖ ^ 2 := by
  rw [occupation, densityOp_apply, inner_add_right, inner_smul_right, inner_smul_right,
    ← inner_conj_symm x u, ← inner_conj_symm x v, Complex.mul_conj', Complex.mul_conj',
    ← Complex.ofReal_pow, ← Complex.ofReal_pow, ← Complex.ofReal_add, Complex.ofReal_re]
```

Next expand the norm of D x, and use 2pq ≤ p² + q²:

‖D x‖² ≤ p² + q² + 2pq|s| ≤ (1 + |s|) n(x)

For ‖x‖ = 1, Cauchy-Schwarz gives n(x) ≤ ‖D x‖, so

n(x)² ≤ (1 + |s|) n(x)

If n(x) = 0 the bound is trivial; otherwise divide by n(x). In the code these inequalities are `h1` and `h2`, and `IsGreatest` says that 1 + |s| is both an upper bound and a value reached, namely by y.

```lean
/-- The largest occupation of a normalised state is one plus the modulus of the overlap. -/
theorem isGreatest_occupation {u v : E} (hu : ‖u‖ = 1) (hv : ‖v‖ = 1) :
    IsGreatest {n : ℝ | ∃ x : E, ‖x‖ = 1 ∧ occupation u v x = n} (1 + ‖⟪u, v⟫_ℂ‖) := by
  constructor
  · obtain ⟨y, hy, hD⟩ := exists_overfilled hu hv
    refine ⟨y, hy, ?_⟩
    rw [occupation, hD, inner_smul_right, inner_self_one hy]
    simp
  · rintro n ⟨x, hx, rfl⟩
    have hocc := occupation_eq u v x
    -- the squared norm of D x is controlled by the occupation itself
    have h1 : ‖densityOp u v x‖ ^ 2 ≤ (1 + ‖⟪u, v⟫_ℂ‖) * occupation u v x := by
      have hre := RCLike.re_le_norm (⟪⟪u, x⟫_ℂ • u, ⟪v, x⟫_ℂ • v⟫_ℂ)
      have hn : ‖⟪⟪u, x⟫_ℂ • u, ⟪v, x⟫_ℂ • v⟫_ℂ‖
          = ‖⟪u, x⟫_ℂ‖ * ‖⟪v, x⟫_ℂ‖ * ‖⟪u, v⟫_ℂ‖ := by
        rw [inner_smul_left, inner_smul_right, norm_mul, norm_mul, RCLike.norm_conj]
        ring
      rw [hn] at hre
      rw [densityOp_apply, norm_add_sq (𝕜 := ℂ), norm_smul, norm_smul, hu, hv, hocc]
      nlinarith [mul_nonneg (norm_nonneg ⟪u, v⟫_ℂ)
        (sq_nonneg (‖⟪u, x⟫_ℂ‖ - ‖⟪v, x⟫_ℂ‖))]
    have h2 : occupation u v x ≤ ‖densityOp u v x‖ := by
      have h := (Complex.re_le_norm _).trans (norm_inner_le_norm (𝕜 := ℂ) x (densityOp u v x))
      rwa [hx, one_mul] at h
    have h0 : 0 ≤ occupation u v x := by
      rw [hocc]
      positivity
    rcases h0.eq_or_lt with h | h
    · rw [← h]
      positivity
    · refine le_of_mul_le_mul_right ?_ h
      nlinarith [mul_self_le_mul_self h0 h2]
```

Q: So an arbitrarily small overlap already does damage?

A: Yes, in proportion to |s|. If s = 0 the bound is 1; if s ≠ 0, y exceeds 1. `overoccupied_iff` states this equivalence.

```lean
/-- Some normalised state has an occupation above one exactly when the two states overlap. -/
theorem overoccupied_iff {u v : E} (hu : ‖u‖ = 1) (hv : ‖v‖ = 1) :
    (∃ x : E, ‖x‖ = 1 ∧ 1 < occupation u v x) ↔ ⟪u, v⟫_ℂ ≠ 0 := by
  obtain ⟨⟨y, hy, hmax⟩, hub⟩ := isGreatest_occupation hu hv
  constructor
  · rintro ⟨x, hx, h1⟩ hs
    have h2 := hub ⟨x, hx, rfl⟩
    rw [hs, norm_zero] at h2
    linarith
  · intro hs
    exact ⟨y, hy, by linarith [norm_pos_iff.2 hs]⟩
```

Q: I would normally test a density matrix for idempotency. Does that detect the same fault?

A: It does for this pair. If D² = D, applying both sides to y gives (1 + |s|)² = 1 + |s|, hence (1 + |s|)|s| = 0 and s = 0. Conversely, if s = 0 then D u = u and D v = v, so D(D x) = D x.

```lean
/-- The summed density operator is idempotent exactly when the two states are orthogonal. -/
theorem idempotent_iff {u v : E} (hu : ‖u‖ = 1) (hv : ‖v‖ = 1) :
    densityOp u v ∘ₗ densityOp u v = densityOp u v ↔ ⟪u, v⟫_ℂ = 0 := by
  constructor
  · intro h
    obtain ⟨y, hy, hD⟩ := exists_overfilled hu hv
    have h1 := LinearMap.congr_fun h y
    rw [LinearMap.comp_apply, hD, map_smul, hD] at h1
    have h2 : ((1 + (‖⟪u, v⟫_ℂ‖ : ℂ)) * (‖⟪u, v⟫_ℂ‖ : ℂ)) • y = 0 := by
      refine Eq.trans ?_ (sub_eq_zero.2 h1)
      module
    have hy0 : y ≠ 0 := by
      rintro rfl
      simp at hy
    have h3 : (1 + ‖⟪u, v⟫_ℂ‖) * ‖⟪u, v⟫_ℂ‖ = 0 := by
      exact_mod_cast (smul_eq_zero.1 h2).resolve_right hy0
    have h4 : 1 + ‖⟪u, v⟫_ℂ‖ ≠ 0 := by positivity
    exact norm_eq_zero.1 ((mul_eq_zero.1 h3).resolve_left h4)
  · intro h
    have h' : ⟪v, u⟫_ℂ = 0 := by rw [← inner_conj_symm v u, h, map_zero]
    ext x
    simp only [LinearMap.comp_apply, densityOp_apply, inner_add_right, inner_smul_right,
      inner_self_one hu, inner_self_one hv, h, h']
    module
```

Q: I still see no muffin-tin spheres and no energy windows.

A: There are none. The overlap is an input: the theorems say what follows from it, not how large it is in a given material. They also treat one pair of states, not two full sets of bands. Semicore local orbitals avoid the problem at its source, because semicore and valence states then come from one Hermitian eigenproblem at each k-point and can be chosen orthonormal.

Q: Give me numbers.

A: Take u = (1, 0) and v = (3/5, 4/5) in ℂ². The last theorem checks that they are independent unit vectors with s = 3/5. The eigenvalues are then 8/5 and 2/5: the total is still two electrons, but one state holds 1.6 of them.

```lean
/-- The vectors (1, 0) and (3/5, 4/5) are linearly independent unit vectors with
overlap 3/5. -/
theorem overlapping_pair_witness :
    ‖(!₂[1, 0] : EuclideanSpace ℂ (Fin 2))‖ = 1 ∧
    ‖(!₂[3 / 5, 4 / 5] : EuclideanSpace ℂ (Fin 2))‖ = 1 ∧
    LinearIndependent ℂ ![(!₂[1, 0] : EuclideanSpace ℂ (Fin 2)), !₂[3 / 5, 4 / 5]] ∧
    ⟪(!₂[1, 0] : EuclideanSpace ℂ (Fin 2)), !₂[3 / 5, 4 / 5]⟫_ℂ = 3 / 5 := by
  refine ⟨?_, ?_, ?_, ?_⟩
  · simp [EuclideanSpace.norm_eq, Fin.sum_univ_two]
  · rw [EuclideanSpace.norm_eq, Real.sqrt_eq_one]
    simp [Fin.sum_univ_two]
    norm_num
  · rw [LinearIndependent.pair_iff]
    intro a b h
    have h0 := congrArg (fun x : EuclideanSpace ℂ (Fin 2) => x.ofLp 0) h
    have h1 := congrArg (fun x : EuclideanSpace ℂ (Fin 2) => x.ofLp 1) h
    have hb : b = 0 := by simpa using h1
    have ha : a = 0 := by simpa [hb] using h0
    exact ⟨ha, hb⟩
  · simp [PiLp.inner_apply, Fin.sum_univ_two]

end

end SemicoreOverlap
```

```lean
#print axioms SemicoreOverlap.eigenvalue_iff
-- 'SemicoreOverlap.eigenvalue_iff' depends on axioms: [propext, Classical.choice, Quot.sound]
#print axioms SemicoreOverlap.isGreatest_occupation
-- 'SemicoreOverlap.isGreatest_occupation' depends on axioms: [propext, Classical.choice, Quot.sound]
#print axioms SemicoreOverlap.overoccupied_iff
-- 'SemicoreOverlap.overoccupied_iff' depends on axioms: [propext, Classical.choice, Quot.sound]
#print axioms SemicoreOverlap.idempotent_iff
-- 'SemicoreOverlap.idempotent_iff' depends on axioms: [propext, Classical.choice, Quot.sound]
```
